# Inverse-cube decay of the Thomas-Fermi screened potential in a two-dimensional electron gas

For screening wave number q > 0 and in-plane distance r > 0, let

V(r) = ∫₀^∞ e^(−qz) z/(r² + z²)^(3/2) dz.

Then

V(r) = 1/r − q ∫₀^∞ e^(−qz)/√(r² + z²) dz,

0 < r³V(r) ≤ 1/q², and r³V(r) → 1/q² as r → ∞.

In linear Thomas-Fermi theory, V is the potential of a unit point charge in an ideally thin layer, in Gaussian units and with no dielectric or metal gate nearby. A charged impurity in such a layer therefore acts on in-plane electrons through a power-law tail, which matters when one chooses an interaction cutoff in such a model.

```lean
import Mathlib

open MeasureTheory Set Filter Topology

namespace ScreenedPlanarCharge

noncomputable section
```

## The potential as an integral over height

V is the potential of a unit point charge lying in the layer, in Gaussian units, with no dielectric background and no metal gates nearby. The constant q stands for the static response of the gas: the induced density is taken to be proportional to the local potential, with the density of states setting the factor. This leaves out Friedel oscillations and finite layer thickness. The integral is taken as the definition; its derivation from the screened Fourier components 2π/(k + q), where k is the in-plane wave number, is not part of the file.

In Lean, `Ioi (0 : ℝ)` is the half-line z > 0, and the power 3/2 is written as the cube of a square root.

```lean
/-- In-plane potential at distance `r` from a unit point charge in the linear Thomas-Fermi model of
an ideally thin electron layer with screening wave number `q`, written as an integral over a height
`z` above the plane. -/
def screenedPotential (q r : ℝ) : ℝ :=
  ∫ z in Ioi (0 : ℝ), Real.exp (-(q * z)) * (z / √(r ^ 2 + z ^ 2) ^ 3)
```

## Moments of the exponential weight

Substituting t = qz in the Gamma integral gives

∫₀^∞ zⁿ e^(−qz) dz = n!/q^(n+1).

The theorem states integrability along with this value. Since Lean assigns the integral 0 to a non-integrable function, the positive value itself rules out non-integrability.

```lean
/-- The moments of the exponential weight `exp (-q z)` on the half-line are finite and equal
`n! / q ^ (n + 1)`. -/
theorem exponential_moment {q : ℝ} (hq : 0 < q) (n : ℕ) :
    IntegrableOn (fun z : ℝ => z ^ n * Real.exp (-(q * z))) (Ioi 0) ∧
    ∫ z in Ioi (0 : ℝ), z ^ n * Real.exp (-(q * z)) = (n.factorial : ℝ) / q ^ (n + 1) := by
  have hval : ∫ z in Ioi (0 : ℝ), z ^ n * Real.exp (-(q * z))
      = (n.factorial : ℝ) / q ^ (n + 1) := by
    have h := Real.integral_rpow_mul_exp_neg_mul_Ioi (a := (n : ℝ) + 1) (r := q)
      (by positivity) hq
    have e : (1 / q) ^ ((n : ℝ) + 1) = 1 / q ^ (n + 1) := by
      rw [show (n : ℝ) + 1 = ((n + 1 : ℕ) : ℝ) by simp, Real.rpow_natCast, one_div_pow]
    rw [Real.Gamma_nat_eq_factorial, e] at h
    simp only [add_sub_cancel_right, Real.rpow_natCast] at h
    rw [h]
    ring
  refine ⟨?_, hval⟩
  -- a non-integrable function would have integral zero
  by_contra hn
  have h0 : ∫ z in Ioi (0 : ℝ), z ^ n * Real.exp (-(q * z)) = 0 := integral_undef hn
  have hpos : 0 < (n.factorial : ℝ) / q ^ (n + 1) := by positivity
  linarith
```

## Comparing the two distances

Write s = √(r² + z²) for the distance to a point at height z. Since s ≥ r, we have r³/s³ ≤ 1. For a lower bound, put z² = s² − r² and factorise:

r³/s³ − 1 + (3/2)z²/r² = (s − r)²(2r³ + 4r²s + 6rs² + 3s³)/(2r²s³) ≥ 0.

Hence 1 − (3/2)z²/r² ≤ r³/s³ ≤ 1. In the proof, `field_simp` and `ring` check the factorisation, and `positivity` gives its sign.

```lean
/-- For a point at height `z` and in-plane distance `r`, with total distance `s`, the ratio
`r³/s³` lies between `1 - (3/2) z²/r²` and `1`. -/
theorem cube_ratio_bounds {r s z : ℝ} (hr : 0 < r) (hs : 0 < s) (h : s ^ 2 = r ^ 2 + z ^ 2) :
    1 - 3 / 2 * (z ^ 2 / r ^ 2) ≤ r ^ 3 / s ^ 3 ∧ r ^ 3 / s ^ 3 ≤ 1 := by
  constructor
  · have hz : z ^ 2 = s ^ 2 - r ^ 2 := by linarith
    have e : r ^ 3 / s ^ 3 - (1 - 3 / 2 * (z ^ 2 / r ^ 2))
        = (s - r) ^ 2 * (2 * r ^ 3 + 4 * r ^ 2 * s + 6 * r * s ^ 2 + 3 * s ^ 3)
          / (2 * r ^ 2 * s ^ 3) := by
      rw [hz]
      field_simp
      ring
    have hp : 0 ≤ (s - r) ^ 2 * (2 * r ^ 3 + 4 * r ^ 2 * s + 6 * r * s ^ 2 + 3 * s ^ 3)
          / (2 * r ^ 2 * s ^ 3) := by positivity
    linarith
  · have hrs : r ≤ s := by nlinarith [sq_nonneg z]
    rw [div_le_one (by positivity)]
    exact pow_le_pow_left₀ hr.le hrs 3
```

## Convergence and positivity

The same inequality s ≥ r bounds both integrands by moments already computed:

e^(−qz) z/s³ ≤ z e^(−qz)/r³,

e^(−qz)/s ≤ e^(−qz)/r.

Both integrals therefore converge. `Integrable.mono'` performs the comparison, with continuity supplying measurability.

```lean
/-- For `q > 0` and `r > 0`, the integrand of the screened potential and the function `exp (-q z) /
√(r² + z²)` are both integrable over the half-line `z > 0`. -/
theorem kernels_integrable {q r : ℝ} (hq : 0 < q) (hr : 0 < r) :
    IntegrableOn (fun z : ℝ => Real.exp (-(q * z)) * (z / √(r ^ 2 + z ^ 2) ^ 3)) (Ioi 0) ∧
    IntegrableOn (fun z : ℝ => Real.exp (-(q * z)) / √(r ^ 2 + z ^ 2)) (Ioi 0) := by
  have hs : ∀ z : ℝ, 0 < √(r ^ 2 + z ^ 2) := fun z => Real.sqrt_pos.2 (by positivity)
  have hrs : ∀ z : ℝ, r ≤ √(r ^ 2 + z ^ 2) := fun z =>
    (Real.le_sqrt' hr).2 (by nlinarith [sq_nonneg z])
  have hc : Continuous (fun z : ℝ => √(r ^ 2 + z ^ 2)) := by fun_prop
  have he : Continuous (fun z : ℝ => Real.exp (-(q * z))) := by fun_prop
  constructor
  · refine Integrable.mono' (Integrable.const_mul (exponential_moment hq 1).1 (1 / r ^ 3))
      (he.mul (continuous_id.div (hc.pow 3)
        (fun z => (pow_pos (hs z) 3).ne'))).aestronglyMeasurable
      (ae_restrict_of_forall_mem measurableSet_Ioi fun z hz => ?_)
    have hz' : 0 < z := hz
    have h1 := hs z
    have h2 := hrs z
    rw [Real.norm_of_nonneg (by positivity)]
    calc Real.exp (-(q * z)) * (z / √(r ^ 2 + z ^ 2) ^ 3)
        ≤ Real.exp (-(q * z)) * (z / r ^ 3) := by gcongr
      _ = 1 / r ^ 3 * (z ^ 1 * Real.exp (-(q * z))) := by ring
  · refine Integrable.mono' (Integrable.const_mul (exponential_moment hq 0).1 (1 / r))
      (he.div hc (fun z => (hs z).ne')).aestronglyMeasurable
      (ae_restrict_of_forall_mem measurableSet_Ioi fun z _ => ?_)
    have h1 := hs z
    have h2 := hrs z
    rw [Real.norm_of_nonneg (by positivity)]
    calc Real.exp (-(q * z)) / √(r ^ 2 + z ^ 2)
        ≤ Real.exp (-(q * z)) / r := by gcongr
      _ = 1 / r * (z ^ 0 * Real.exp (-(q * z))) := by ring
```

An integrable function that is positive at every z > 0 has a positive integral, because the set where it is nonzero has positive measure.

```lean
/-- An integrable function that is positive on the half-line has a positive integral. -/
theorem integral_pos_of_pos {f : ℝ → ℝ} (hf : IntegrableOn f (Ioi 0))
    (h : ∀ z, 0 < z → 0 < f z) : 0 < ∫ z in Ioi (0 : ℝ), f z := by
  rw [setIntegral_pos_iff_support_of_nonneg_ae
    (ae_restrict_of_forall_mem measurableSet_Ioi fun z hz => (h z hz).le) hf]
  have hsub : Ioi (0 : ℝ) ⊆ Function.support f ∩ Ioi 0 := fun z hz => ⟨(h z hz).ne', hz⟩
  refine lt_of_lt_of_le ?_ (measure_mono hsub)
  simp [Real.volume_Ioi]
```

## Bare and induced parts

Since ds/dz = z/s,

d/dz [−e^(−qz)/s] = q e^(−qz)/s + e^(−qz) z/s³.

The bracket tends to 0 as z → ∞ and equals −1/r at z = 0. Integrating gives

1/r = q ∫₀^∞ e^(−qz)/s dz + V(r),

which is the decomposition stated at the start. The potential of the induced charge is minus the subtracted term. In the plane it equals that of a line of image charge with density −q e^(−qz) at height z, whose total is −1.

In the proof, `hd` is the derivative, `hl` the limit at infinity, and `key` the integrated identity.

```lean
/-- The screened potential is the bare Coulomb potential `1/r` minus `q` times the
exponentially weighted integral of `1/√(r² + z²)`. -/
theorem screenedPotential_eq_bare_sub {q r : ℝ} (hq : 0 < q) (hr : 0 < r) :
    screenedPotential q r
      = 1 / r - q * ∫ z in Ioi (0 : ℝ), Real.exp (-(q * z)) / √(r ^ 2 + z ^ 2) := by
  obtain ⟨hA, hB⟩ := kernels_integrable hq hr
  have hs : ∀ z : ℝ, 0 < √(r ^ 2 + z ^ 2) := fun z => Real.sqrt_pos.2 (by positivity)
  -- the derivative of the boundary term is the sum of the two integrands
  have hd : ∀ z ∈ Ici (0 : ℝ),
      HasDerivAt (fun z : ℝ => -(Real.exp (-(q * z)) / √(r ^ 2 + z ^ 2)))
        (q * (Real.exp (-(q * z)) / √(r ^ 2 + z ^ 2))
          + Real.exp (-(q * z)) * (z / √(r ^ 2 + z ^ 2) ^ 3)) z := by
    intro z _
    have h0 : HasDerivAt (fun z : ℝ => -(q * z)) (-q) z :=
      (((hasDerivAt_id' z).const_mul q).fun_neg).congr_deriv (by ring)
    have h1 : HasDerivAt (fun z : ℝ => r ^ 2 + z ^ 2) (2 * z) z :=
      ((hasDerivAt_pow 2 z).const_add (r ^ 2)).congr_deriv (by norm_num)
    have h2 : HasDerivAt (fun z : ℝ => √(r ^ 2 + z ^ 2)) (z / √(r ^ 2 + z ^ 2)) z :=
      (h1.sqrt (by positivity)).congr_deriv (mul_div_mul_left _ _ two_ne_zero)
    have hsz := hs z
    refine ((h0.exp.fun_div h2 hsz.ne').fun_neg).congr_deriv ?_
    show -((Real.exp (-(q * z)) * (-q) * √(r ^ 2 + z ^ 2)
      - Real.exp (-(q * z)) * (z / √(r ^ 2 + z ^ 2))) / √(r ^ 2 + z ^ 2) ^ 2) = _
    generalize √(r ^ 2 + z ^ 2) = s at hsz ⊢
    field_simp
    ring
  have he : Tendsto (fun z : ℝ => Real.exp (-(q * z))) atTop (𝓝 0) :=
    Real.tendsto_exp_neg_atTop_nhds_zero.comp (tendsto_id.const_mul_atTop hq)
  have hl : Tendsto (fun z : ℝ => Real.exp (-(q * z)) / √(r ^ 2 + z ^ 2)) atTop (𝓝 0) := by
    refine squeeze_zero (fun z => by positivity) (fun z => ?_)
      (by simpa using he.div_const r)
    have h2 : r ≤ √(r ^ 2 + z ^ 2) := (Real.le_sqrt' hr).2 (by nlinarith [sq_nonneg z])
    gcongr
  have key := integral_Ioi_of_hasDerivAt_of_tendsto' hd
    (Integrable.add (Integrable.const_mul hB q) hA) hl.neg
  rw [integral_add (Integrable.const_mul hB q) hA, integral_const_mul] at key
  have hb : -(0 : ℝ) - -(Real.exp (-(q * 0)) / √(r ^ 2 + 0 ^ 2)) = 1 / r := by
    simp [Real.sqrt_sq hr.le]
  rw [hb] at key
  unfold screenedPotential
  linarith
```

Both integrands are positive, so V(r) > 0 and the subtracted term is positive too. Thus 0 < V(r) < 1/r: screening lowers the interaction energy of two like charges at every distance without changing its sign.

```lean
/-- The screened potential of a positive charge is positive and strictly weaker than the bare
Coulomb potential at every distance. -/
theorem screenedPotential_pos_lt_bare {q r : ℝ} (hq : 0 < q) (hr : 0 < r) :
    0 < screenedPotential q r ∧ screenedPotential q r < 1 / r := by
  obtain ⟨hA, hB⟩ := kernels_integrable hq hr
  constructor
  · exact integral_pos_of_pos hA fun z hz => by positivity
  · have h := mul_pos hq (integral_pos_of_pos hB fun z hz => by positivity)
    rw [screenedPotential_eq_bare_sub hq hr]
    linarith
```

## Two-sided bounds on r³V(r)

Multiply the bounds on r³/s³ by z e^(−qz) and integrate. The upper bound gives the first moment, 1/q². The lower bound gives

1/q² − (3/(2r²)) · 3!/q⁴ = 1/q² − 9/(q⁴r²).

Therefore

1/q² − 9/(q⁴r²) ≤ r³V(r) ≤ 1/q².

The lower estimate is positive, and so improves on mere positivity, once qr > 3. `setIntegral_mono_on` carries the pointwise inequalities over to the integrals.

```lean
/-- At every distance `r³ V(r)` is positive, at most `1/q²`, and at least
`1/q² - 9/(q⁴ r²)`. -/
theorem screenedPotential_cube_bounds {q r : ℝ} (hq : 0 < q) (hr : 0 < r) :
    0 < r ^ 3 * screenedPotential q r ∧ r ^ 3 * screenedPotential q r ≤ 1 / q ^ 2 ∧
    1 / q ^ 2 - 9 / (q ^ 4 * r ^ 2) ≤ r ^ 3 * screenedPotential q r := by
  have hA := Integrable.const_mul (kernels_integrable hq hr).1 (r ^ 3)
  obtain ⟨i1, m1⟩ := exponential_moment hq 1
  obtain ⟨i3, m3⟩ := exponential_moment hq 3
  have hk : ∀ z : ℝ, _ := fun z => cube_ratio_bounds (z := z) hr
    (Real.sqrt_pos.2 (by positivity : 0 < r ^ 2 + z ^ 2)) (Real.sq_sqrt (by positivity))
  refine ⟨mul_pos (pow_pos hr 3) (screenedPotential_pos_lt_bare hq hr).1, ?_, ?_⟩
  · have h := setIntegral_mono_on hA i1 measurableSet_Ioi (fun z hz => by
      have hz' : 0 < z := hz
      calc r ^ 3 * (Real.exp (-(q * z)) * (z / √(r ^ 2 + z ^ 2) ^ 3))
          = z * Real.exp (-(q * z)) * (r ^ 3 / √(r ^ 2 + z ^ 2) ^ 3) := by ring
        _ ≤ z * Real.exp (-(q * z)) * 1 :=
            mul_le_mul_of_nonneg_left (hk z).2 (by positivity)
        _ = z ^ 1 * Real.exp (-(q * z)) := by ring)
    rw [integral_const_mul, m1] at h
    norm_num at h
    simpa [screenedPotential] using h
  · -- the quadratic correction integrates to the third moment
    have h := setIntegral_mono_on (Integrable.sub i1 (Integrable.const_mul i3 (3 / (2 * r ^ 2))))
      hA measurableSet_Ioi (fun z hz => by
      have hz' : 0 < z := hz
      calc z ^ 1 * Real.exp (-(q * z)) - 3 / (2 * r ^ 2) * (z ^ 3 * Real.exp (-(q * z)))
          = z * Real.exp (-(q * z)) * (1 - 3 / 2 * (z ^ 2 / r ^ 2)) := by ring
        _ ≤ z * Real.exp (-(q * z)) * (r ^ 3 / √(r ^ 2 + z ^ 2) ^ 3) :=
            mul_le_mul_of_nonneg_left (hk z).1 (by positivity)
        _ = r ^ 3 * (Real.exp (-(q * z)) * (z / √(r ^ 2 + z ^ 2) ^ 3)) := by ring)
    have e : ∫ z in Ioi (0 : ℝ), (z ^ 1 * Real.exp (-(q * z))
        - 3 / (2 * r ^ 2) * (z ^ 3 * Real.exp (-(q * z)))) = 1 / q ^ 2 - 9 / (q ^ 4 * r ^ 2) := by
      rw [integral_sub i1 (Integrable.const_mul i3 _), integral_const_mul, m1, m3]
      simp only [Nat.factorial]
      push_cast
      ring
    rw [integral_const_mul] at h
    exact e.symm.le.trans h
```

## The far field

At fixed q the correction 9/(q⁴r²) vanishes as r → ∞, so r³V(r) is squeezed to 1/q². In Lean, `Tendsto … atTop (𝓝 (1 / q ^ 2))` expresses this limit. The bounds are needed only for r > 0, which holds eventually.

```lean
/-- Far from the charge the screened potential falls off as the inverse cube of the distance:
`r³ V(r)` tends to `1/q²`. -/
theorem screenedPotential_far_field {q : ℝ} (hq : 0 < q) :
    Tendsto (fun r => r ^ 3 * screenedPotential q r) atTop (𝓝 (1 / q ^ 2)) := by
  have h1 : Tendsto (fun r : ℝ => q ^ 4 * r ^ 2) atTop atTop :=
    (tendsto_pow_atTop two_ne_zero).const_mul_atTop (by positivity)
  have h2 := (tendsto_const_nhds (x := 1 / q ^ 2)).sub (h1.const_div_atTop 9)
  rw [sub_zero] at h2
  refine tendsto_of_tendsto_of_tendsto_of_le_of_le' h2 tendsto_const_nhds ?_ ?_
  · filter_upwards [eventually_gt_atTop 0] with r hr
    exact (screenedPotential_cube_bounds hq hr).2.2
  · filter_upwards [eventually_gt_atTop 0] with r hr
    exact (screenedPotential_cube_bounds hq hr).2.1
```

For any rate κ > 0, write

V(r) e^(κr) = r³V(r) · e^(κr)/r³.

The first factor tends to the positive number 1/q² and the second grows without bound, so the product does as well. No exponential bound C e^(−κr) can hold at large r, in contrast to the Yukawa form of three-dimensional Thomas-Fermi screening.

```lean
/-- The screened potential `V` does not decay exponentially: for every rate `κ > 0` the product
`V(r) exp (κ r)` tends to infinity as `r → ∞`. -/
theorem screenedPotential_not_exponential {q κ : ℝ} (hq : 0 < q) (hκ : 0 < κ) :
    Tendsto (fun r => screenedPotential q r * Real.exp (κ * r)) atTop atTop := by
  have h := (screenedPotential_far_field hq).pos_mul_atTop (by positivity)
    (tendsto_exp_mul_div_rpow_atTop 3 κ hκ)
  refine h.congr' ?_
  filter_upwards [eventually_gt_atTop 0] with r hr
  have e : r ^ (3 : ℝ) = r ^ 3 := by exact_mod_cast Real.rpow_natCast r 3
  rw [e]
  field_simp

end

end ScreenedPlanarCharge
```

```lean
#print axioms ScreenedPlanarCharge.screenedPotential_far_field
-- 'ScreenedPlanarCharge.screenedPotential_far_field' depends on axioms: [propext, Classical.choice, Quot.sound]
#print axioms ScreenedPlanarCharge.screenedPotential_not_exponential
-- 'ScreenedPlanarCharge.screenedPotential_not_exponential' depends on axioms: [propext, Classical.choice, Quot.sound]
```
